# The overlap of two frozen Gaussians of equal width, and the phase-space area in the phase of three

## Is the phase between two packets physical?

Take the frozen Gaussian centred at position \(q\) and momentum \(p\),

\[
g_{q,p}(x)=\left(\frac{c}{\pi}\right)^{1/4}\exp\!\left(-\frac{c\,(x-q)^2}{2}+\frac{\mathrm{i}\,p\,(x-q)}{\hbar}\right),\qquad c,\hbar>0,
\]

with the same width parameter \(c\) for every packet, and an inner product that is antilinear in the first slot. I want to expand a wave function in such packets, so I need their overlaps. For packets at \((q,p)\) and \((r,s)\) I get the phase \((p+s)(q-r)/(2\hbar)\). It bothers me that this changes when I add the same momentum \(P\) to both packets, although their separation in phase space stays the same. Have I made an algebra mistake? If not, does any part of the phase mean something?

## A pair has a conventional phase, a triangle has an area

Your phase is right. Its dependence on \(P\) comes from the phase convention of the packets, and it disappears when three overlaps are multiplied round a closed triangle. What remains is the signed area of the triangle divided by \(\hbar\).

### The overlap by completing the square

Conjugating the first packet reverses the sign of its momentum term. The two prefactors multiply to \(\sqrt{c/\pi}\), and collecting powers of \(x\) gives

\[
\overline{g_{q,p}(x)}\,g_{r,s}(x)=\sqrt{\frac{c}{\pi}}\;e^{-cx^2+\beta x+\gamma},
\]

\[
\beta=c(q+r)+\frac{\mathrm{i}(s-p)}{\hbar},\qquad
\gamma=-\frac{c(q^2+r^2)}{2}+\frac{\mathrm{i}(pq-sr)}{\hbar}.
\]

Now write \(-cx^2+\beta x=-c\,(x-\beta/2c)^2+\beta^2/4c\). The shift \(\beta/2c\) is complex, but the Gaussian is entire and decays in any horizontal strip, so the contour can be moved back to the real line. The integral is therefore \(\sqrt{\pi/c}\;e^{\gamma+\beta^2/4c}\), and its root cancels the prefactor. The remaining exponent contains

\[
\frac{\beta^2}{4c}=\frac{c(q+r)^2}{4}-\frac{(s-p)^2}{4c\hbar^2}+\frac{\mathrm{i}(q+r)(s-p)}{2\hbar}.
\]

The position terms combine to \(c(q+r)^2/4-c(q^2+r^2)/2=-c(q-r)^2/4\). The imaginary terms have the numerator

\[
(q+r)(s-p)+2pq-2sr=(p+s)(q-r)
\]

over \(2\hbar\). Hence

\[
\langle g_{q,p},g_{r,s}\rangle=e^{E},\qquad
E=-\frac{c(q-r)^2}{4}-\frac{(p-s)^2}{4c\hbar^2}+\frac{\mathrm{i}(p+s)(q-r)}{2\hbar}.
\]

The modulus is the exponential of the real part of \(E\). It equals one only if both squares vanish, that is, if \(q=r\) and \(p=s\).

### Where the dependence on \(P\) goes

Multiplying a packet by \(e^{\mathrm{i}Px/\hbar}\) raises its momentum by \(P\), but it also produces a constant phase:

\[
e^{\mathrm{i}Px/\hbar}g_{q,p}(x)=e^{\mathrm{i}Pq/\hbar}g_{q,p+P}(x).
\]

The multiplication leaves the inner product unchanged, so the overlap of the relabelled packets must acquire \(e^{\mathrm{i}P(q-r)/\hbar}\). This is the change you found.

Constant phases attached to individual packets cancel in a cyclic product, because each packet appears once conjugated and once not. For packets at \((q_1,p_1)\), \((q_2,p_2)\) and \((q_3,p_3)\), the three phases add up to \(1/(2\hbar)\) times

\[
(p_1+p_2)(q_1-q_2)+(p_2+p_3)(q_2-q_3)+(p_3+p_1)(q_3-q_1).
\]

The terms \(p_1q_1\), \(p_2q_2\) and \(p_3q_3\) cancel, which leaves

\[
(q_2-q_1)(p_3-p_1)-(q_3-q_1)(p_2-p_1)=2A,
\]

where \(A\) is the signed area of the triangle, positive for a counterclockwise circuit with \(q\) horizontal and \(p\) vertical. The phase of the product is thus \(A/\hbar\), up to multiples of \(2\pi\).

A degenerate triangle gives a quick check. If the third packet coincides with the first, the product is \(\langle g_1,g_2\rangle\langle g_2,g_1\rangle\langle g_1,g_1\rangle=|\langle g_1,g_2\rangle|^2\), where \(g_1,g_2\) are the first two packets. This is positive, in agreement with \(A=0\).

### Several coordinates

A product packet has one factor per coordinate, with its own width parameter \(c_i\). The integrand of the overlap is then a product of functions of one coordinate each, so the integral factorises:

\[
\prod_i e^{E_i}=e^{\sum_i E_i},
\]

where \(E_i\) is \(E\) with \(c,q,p,r,s\) replaced by \(c_i,q_i,p_i,r_i,s_i\). These are the elements of the overlap matrix for a non-orthogonal basis of frozen Gaussians, provided that the packets share their widths and have no cross terms between coordinates.

### The Lean file

```lean
import Mathlib

open MeasureTheory GaussianFourier
open scoped ComplexConjugate

namespace FrozenGaussian

noncomputable section

/-- The frozen Gaussian of width parameter `c > 0` centred at position `q` and momentum `p`,
for `hbar ≠ 0`. -/
def packet (c hbar q p x : ℝ) : ℂ :=
  (((c / Real.pi) ^ (1 / 4 : ℝ) : ℝ) : ℂ) *
    Complex.exp (-(c : ℂ) * (x - q) ^ 2 / 2 + Complex.I * p * (x - q) / hbar)

/-- The overlap of the packets at `(q, p)` and `(r, s)`, antilinear in the first one,
for `c > 0` and `hbar ≠ 0`. -/
def overlap (c hbar q p r s : ℝ) : ℂ :=
  ∫ x : ℝ, conj (packet c hbar q p x) * packet c hbar r s x

/-- The signed area of the phase-space triangle with corners `(q₁, p₁)`, `(q₂, p₂)`, `(q₃, p₃)`,
positive when they run counterclockwise in the `(q, p)` plane. -/
def triangleArea (q₁ p₁ q₂ p₂ q₃ p₃ : ℝ) : ℝ :=
  ((q₂ - q₁) * (p₃ - p₁) - (q₃ - q₁) * (p₂ - p₁)) / 2

/-- A frozen Gaussian in several dimensions: a product of one-dimensional packets, with a width
parameter `c i > 0` for each coordinate and `hbar ≠ 0`. -/
def productPacket {ι : Type*} [Fintype ι] (c : ι → ℝ) (hbar : ℝ) (q p x : ι → ℝ) : ℂ :=
  ∏ i, packet (c i) hbar (q i) (p i) (x i)

/-- For `c > 0` the overlap integrand of two packets is a constant times the exponential of a
quadratic polynomial in the position `x`. -/
theorem conj_packet_mul_packet {c : ℝ} (hc : 0 < c) (hbar q p r s x : ℝ) :
    conj (packet c hbar q p x) * packet c hbar r s x =
      ((√(c / Real.pi) : ℝ) : ℂ) * Complex.exp (-(c : ℂ) * (x : ℂ) ^ 2
        + (c * (q + r) + Complex.I * (s - p) / hbar) * (x : ℂ)
        + (-(c : ℂ) * (q ^ 2 + r ^ 2) / 2 + Complex.I * (p * q - s * r) / hbar)) := by
  have hpos : 0 < c / Real.pi := div_pos hc Real.pi_pos
  -- the two fourth roots combine into a square root
  have hN : (c / Real.pi) ^ (1 / 4 : ℝ) * (c / Real.pi) ^ (1 / 4 : ℝ) = √(c / Real.pi) := by
    rw [← Real.rpow_add hpos, Real.sqrt_eq_rpow]
    norm_num
  unfold packet
  rw [map_mul, Complex.conj_ofReal, ← Complex.exp_conj, mul_mul_mul_comm,
    ← Complex.ofReal_mul, hN, ← Complex.exp_add]
  congr 2
  simp only [map_add, map_mul, map_div₀, map_sub, map_neg, map_pow, Complex.conj_ofReal,
    Complex.conj_I, map_ofNat]
  ring

/-- For `c > 0` the overlap integrand of two packets is integrable over the line. -/
theorem integrable_overlap {c : ℝ} (hc : 0 < c) (hbar q p r s : ℝ) :
    Integrable (fun x : ℝ => conj (packet c hbar q p x) * packet c hbar r s x) := by
  simp_rw [conj_packet_mul_packet hc]
  exact (integrable_cexp_quadratic' (by simpa using hc) _ _).const_mul _

/-- The overlap of two frozen Gaussians with `c, hbar > 0`: a Gaussian in the separations of
position and momentum, times a phase set by the mean momentum and the displacement. -/
theorem overlap_eq {c hbar : ℝ} (hc : 0 < c) (hh : 0 < hbar) (q p r s : ℝ) :
    overlap c hbar q p r s =
      Complex.exp (-((c * hbar * (q - r)) ^ 2 + (p - s) ^ 2) / (4 * c * hbar ^ 2)
        + Complex.I * (p + s) * (q - r) / (2 * hbar)) := by
  have hc' : (c : ℂ) ≠ 0 := Complex.ofReal_ne_zero.mpr hc.ne'
  have hh' : (hbar : ℂ) ≠ 0 := Complex.ofReal_ne_zero.mpr hh.ne'
  have hpi := Real.pi_pos
  -- the Gaussian integral cancels the normalisation
  have hpref : ((√(c / Real.pi) : ℝ) : ℂ) *
      ((Real.pi : ℂ) / -(-(c : ℂ))) ^ (1 / 2 : ℂ) = 1 := by
    have hhalf : (1 / 2 : ℂ) = ((1 / 2 : ℝ) : ℂ) := by norm_num
    have hone : c / Real.pi * (Real.pi / c) = 1 := by field_simp
    rw [neg_neg, ← Complex.ofReal_div, hhalf, ← Complex.ofReal_cpow (by positivity),
      ← Real.sqrt_eq_rpow, ← Complex.ofReal_mul, ← Real.sqrt_mul (by positivity), hone,
      Real.sqrt_one, Complex.ofReal_one]
  unfold overlap
  simp_rw [conj_packet_mul_packet hc]
  rw [integral_const_mul, integral_cexp_quadratic (by simpa using hc), ← mul_assoc, hpref,
    one_mul]
  congr 1
  -- completing the square, with `I ^ 2 = -1`
  linear_combination (norm := skip)
    (((s : ℂ) - p) ^ 2 / (4 * c * hbar ^ 2)) * Complex.I_sq
  field_simp
  ring

/-- For `c, hbar > 0` the modulus of the overlap is a Gaussian in the phase-space separation of
the two packets. -/
theorem norm_overlap {c hbar : ℝ} (hc : 0 < c) (hh : 0 < hbar) (q p r s : ℝ) :
    ‖overlap c hbar q p r s‖ =
      Real.exp (-((c * hbar * (q - r)) ^ 2 + (p - s) ^ 2) / (4 * c * hbar ^ 2)) := by
  -- split the exponent into real and imaginary parts
  have hsplit : overlap c hbar q p r s = Complex.exp
      (((-((c * hbar * (q - r)) ^ 2 + (p - s) ^ 2) / (4 * c * hbar ^ 2) : ℝ) : ℂ)
        + (((p + s) * (q - r) / (2 * hbar) : ℝ) : ℂ) * Complex.I) := by
    rw [overlap_eq hc hh]
    congr 1
    push_cast
    ring
  rw [hsplit, Complex.norm_exp]
  simp only [Complex.add_re, Complex.ofReal_re, Complex.re_ofReal_mul, Complex.I_re,
    mul_zero, add_zero]

/-- For `c, hbar > 0` the overlap has modulus one exactly when the two packets sit at the same
point of phase space. -/
theorem norm_overlap_eq_one_iff {c hbar : ℝ} (hc : 0 < c) (hh : 0 < hbar) (q p r s : ℝ) :
    ‖overlap c hbar q p r s‖ = 1 ↔ q = r ∧ p = s := by
  rw [norm_overlap hc hh, Real.exp_eq_one_iff]
  constructor
  · intro h
    have hden : 4 * c * hbar ^ 2 ≠ 0 := by positivity
    have hnum := (div_eq_zero_iff.mp h).resolve_right hden
    -- a vanishing sum of squares has vanishing terms
    have h1 : (c * hbar * (q - r)) ^ 2 = 0 := by
      linarith [sq_nonneg (c * hbar * (q - r)), sq_nonneg (p - s)]
    have h2 : (p - s) ^ 2 = 0 := by linarith
    have h3 := (mul_eq_zero.mp (pow_eq_zero_iff two_ne_zero |>.mp h1)).resolve_left
      (mul_pos hc hh).ne'
    exact ⟨sub_eq_zero.mp h3, sub_eq_zero.mp (pow_eq_zero_iff two_ne_zero |>.mp h2)⟩
  · rintro ⟨rfl, rfl⟩
    simp

/-- For `c, hbar > 0` the cyclic product of the overlaps of three packets has a phase `θ` such
that `hbar * θ` is the signed area of their phase-space triangle. -/
theorem overlap_triangle_phase {c hbar : ℝ} (hc : 0 < c) (hh : 0 < hbar)
    (q₁ p₁ q₂ p₂ q₃ p₃ θ : ℝ) (hθ : hbar * θ = triangleArea q₁ p₁ q₂ p₂ q₃ p₃) :
    overlap c hbar q₁ p₁ q₂ p₂ * overlap c hbar q₂ p₂ q₃ p₃ * overlap c hbar q₃ p₃ q₁ p₁ =
      ((‖overlap c hbar q₁ p₁ q₂ p₂ * overlap c hbar q₂ p₂ q₃ p₃ *
        overlap c hbar q₃ p₃ q₁ p₁‖ : ℝ) : ℂ) * Complex.exp (Complex.I * θ) := by
  have hθ' : θ = triangleArea q₁ p₁ q₂ p₂ q₃ p₃ / hbar := by
    rw [eq_div_iff hh.ne']
    linarith
  rw [norm_mul, norm_mul, norm_overlap hc hh, norm_overlap hc hh, norm_overlap hc hh]
  simp only [overlap_eq hc hh, Complex.ofReal_mul, Complex.ofReal_exp,
    ← Complex.exp_add]
  congr 1
  -- the three phases add up to the area
  rw [hθ', triangleArea]
  push_cast
  ring

/-- In several dimensions, with all `c i > 0` and `hbar > 0`, the exponents of the overlaps of
the individual coordinates add. -/
theorem productPacket_overlap {ι : Type*} [Fintype ι] {c : ι → ℝ} {hbar : ℝ}
    (hc : ∀ i, 0 < c i) (hh : 0 < hbar) (q p r s : ι → ℝ) :
    ∫ x : ι → ℝ, conj (productPacket c hbar q p x) * productPacket c hbar r s x =
      Complex.exp (∑ i, (-((c i * hbar * (q i - r i)) ^ 2 + (p i - s i) ^ 2)
          / (4 * c i * hbar ^ 2)
        + Complex.I * (p i + s i) * (q i - r i) / (2 * hbar))) := by
  simp_rw [productPacket, map_prod, ← Finset.prod_mul_distrib]
  -- the integral factorises over the coordinates
  rw [integral_fintype_prod_volume_eq_prod (f := fun i (y : ℝ) =>
    conj (packet (c i) hbar (q i) (p i) y) * packet (c i) hbar (r i) (s i) y),
    Complex.exp_sum]
  exact Finset.prod_congr rfl fun i _ => overlap_eq (hc i) hh (q i) (p i) (r i) (s i)

end

end FrozenGaussian
```

```lean
#print axioms FrozenGaussian.integrable_overlap
#print axioms FrozenGaussian.norm_overlap_eq_one_iff
#print axioms FrozenGaussian.overlap_triangle_phase
#print axioms FrozenGaussian.productPacket_overlap
```

```
'FrozenGaussian.integrable_overlap' depends on axioms: [propext, Classical.choice, Quot.sound]
'FrozenGaussian.norm_overlap_eq_one_iff' depends on axioms: [propext, Classical.choice, Quot.sound]
'FrozenGaussian.overlap_triangle_phase' depends on axioms: [propext, Classical.choice, Quot.sound]
'FrozenGaussian.productPacket_overlap' depends on axioms: [propext, Classical.choice, Quot.sound]
```

### What the theorems say about the packets

`packet c hbar q p x` is the complex value \(g_{q,p}(x)\), with all five arguments real. The letter `c` is an inverse squared length, so a larger `c` means a narrower packet; the position density has standard deviation \(1/\sqrt{2c}\). If your Gaussians are written with \(e^{-\alpha(x-q)^2}\) for a width parameter \(\alpha\), set \(c=2\alpha\).

`overlap c hbar q p r s` is the Lebesgue integral over the line, with `conj` on the first packet. Since Lean assigns the value zero to the integral of a non-integrable function, `integrable_overlap` establishes separately that the integrand is integrable.

`overlap_eq` states the formula for every real \(q,p,r,s\) when \(c>0\) and \(\hbar>0\). Its two real terms stand over the common denominator \(4c\hbar^2\), which is the same expression as in \(E\). `norm_overlap` gives the modulus, and `norm_overlap_eq_one_iff` says that the modulus is one exactly when the phase-space points coincide.

In `overlap_triangle_phase`, the hypothesis `hθ` fixes the real number `θ` by \(\hbar\theta=A\), with \(A\) given by `triangleArea`. The conclusion is that the cyclic product equals its modulus times \(e^{\mathrm{i}\theta}\). The effect of a boost or of a different phase convention is the calculation I gave above, and has no theorem of its own.

`productPacket_overlap` covers any finite set `ι` of coordinates, with a positive width parameter for each and one common \(\hbar\). With a single coordinate it reduces to the one-dimensional formula. With none, the packet is the empty product and both sides equal one.

All of this concerns packets whose centres are given. The overlap formula does not say how the centres and the expansion coefficients should change with time, or how accurately a finite set of such packets represents an evolving wave function.

### From the integrand to the area in Lean

`conj_packet_mul_packet` is the first step of the derivation. The auxiliary equation `hN` combines the two fourth roots into a square root, the exponentials are merged, and `ring` collects the powers of \(x\). `integrable_overlap` then follows from Mathlib's integrability result for exponentials of quadratics.

In `overlap_eq`, `hpref` is the cancellation \(\sqrt{c/\pi}\,\sqrt{\pi/c}=1\). After the integral has been evaluated, an identity between exponents remains. To `ring`, the imaginary unit is just another symbol, so `linear_combination` supplies `Complex.I_sq`, the equation \(\mathrm{i}^2=-1\), multiplied by \((s-p)^2/(4c\hbar^2)\). That is the coefficient with which \(\mathrm{i}^2\) enters \(\beta^2/4c\). Then `field_simp` clears the denominators and `ring` finishes.

For the modulus, `hsplit` writes the exponent as a real number plus a real number times \(\mathrm{i}\), and `Complex.norm_exp` keeps the real part. The criterion for modulus one sets that real part to zero and uses the fact that two squares with sum zero both vanish.

The triangle theorem writes both sides as single exponentials. The real parts agree because the moduli multiply, and the final `ring` includes the cancellation that produces \(2A\). In several dimensions, `integral_fintype_prod_volume_eq_prod` factorises the integral, `overlap_eq` evaluates each factor, and `Complex.exp_sum` turns the exponential of the sum into the matching product.

### The complex Gaussian integral in Mathlib

The analytic work is done by `integral_cexp_quadratic`. For complex \(b,k,d\) with \(\operatorname{Re} b<0\), it states

\[
\int_{\mathbb R}e^{bx^2+kx+d}\,dx=\left(\frac{\pi}{-b}\right)^{1/2}e^{\,d-k^2/(4b)}.
\]

The only condition is on the quadratic coefficient, while \(k\) may be any complex number. This is what the overlap needs, since two packets of different momentum have a complex \(\beta\), and the lemma takes the place of the contour shift. Here \(b=-c\), \(k=\beta\) and \(d=\gamma\), so the condition is just \(c>0\).

The power \(1/2\) in the lemma is a complex power, defined through the principal branch of the logarithm. In `hpref` its base is the positive real number \(\pi/c\), so `Complex.ofReal_cpow` converts it into a real power, and that into the ordinary square root. No ambiguity of sign enters the overlap.
